# For finite radial sine expansions, truncating the density changes the gradient-potential integral by a \(G^2\)-weighted tail sum

Should a gradient potential be computed from the density by differentiation, or simply be given by its expansion coefficients? I would like the first, with actual derivatives and an actual integral. In a sphere of radius \(R>0\), let \(G_k=k\pi/R\) and expand an augmentation function and a density with real coefficients:

\[
Q(r)=\sum_{k=1}^{M} q_k\frac{\sin(G_k r)}{r},\qquad
n(r)=\sum_{k=1}^{M} a_k\frac{\sin(G_k r)}{r}.
\]

With \(v=-(n''+2n'/r)\) and \(D=\int_0^R 4\pi r^2\,Q\,v\,dr\), I believe that dropping the components \(k>K\) of \(n\) changes \(D\) in magnitude by \(2\pi R\,\bigl|\sum_{K<k\le M}G_k^2q_ka_k\bigr|\), and that Cauchy–Schwarz bounds this by tail norms. Can this be made rigorous and machine-checked?

## Differentiation supplies the factor \(G_k^2\)

Yes. The Lean file below defines \(v\) by derivatives, so the factor \(G_k^2\) is proved. Defining \(v\) by the coefficients \(G_k^2a_k\) would also give a valid model, with a shorter proof, but the link between the potential and the derivatives of the density would then be an assumption built into the definition.

For one mode \(\varphi(r)=\sin(gr)/r\) and \(r\neq0\),

\[
\varphi'=\frac{gr\cos(gr)-\sin(gr)}{r^2}.
\]

The numerator has derivative \(-g^2r\sin(gr)\), because the two terms \(g\cos(gr)\) cancel. Hence

\[
\varphi''=-g^2\frac{\sin(gr)}{r}-\frac{2}{r}\varphi',
\qquad
-\left(\varphi''+\frac{2}{r}\varphi'\right)=g^2\varphi .
\]

By linearity, \(v\) has the coefficients \(G_k^2a_k\). The weight \(r^2\) cancels the two factors \(1/r\):

\[
4\pi r^2Qv=4\pi\sum_{j=1}^{M}\sum_{k=1}^{M}q_j\,G_k^2a_k\,\sin(G_jr)\sin(G_kr).
\]

## Orthogonality leaves only the tail

The product formula gives

\[
\sin(G_jr)\sin(G_kr)=\tfrac12\left[\cos\frac{(j-k)\pi r}{R}-\cos\frac{(j+k)\pi r}{R}\right].
\]

For a nonzero integer \(m\), \(\int_0^R\cos(m\pi r/R)\,dr=R\sin(m\pi)/(m\pi)=0\). Since \(j+k\neq0\), the second cosine never contributes. The first contributes only for \(j=k\), where the integral of the product is \(R/2\). Therefore

\[
D=2\pi R\sum_{k=1}^{M}G_k^2q_ka_k .
\]

Let \(D_K\) be the value with \(a_k\) set to zero for \(k>K\). The terms with \(k\le K\) cancel in the difference, and Cauchy–Schwarz gives

\[
|D-D_K|=2\pi R\left|\sum_{K<k\le M}G_k^2q_ka_k\right|
\le 2\pi R\left(\sum_{K<k\le M}(G_k^2q_k)^2\right)^{1/2}\left(\sum_{K<k\le M}a_k^2\right)^{1/2}.
\]

If \(a_k=c\,G_k^2q_k\) throughout the tail, both sides equal \(2\pi R|c|\sum_{K<k\le M}(G_k^2q_k)^2\), so the bound is attained. If \(q_k=0\) throughout the tail, the change is zero.

**A case with three modes.** Take \(R=\pi\), so that \(G_k=k\), with \(M=3\), \(K=1\), \(q_2=1\) and \(q_3=1/3\). The tail of \(G^2q\) is \((4,3)\), with norm 5. For \((a_2,a_3)=(0.3,0.4)\) the tail sum is \(1.2+1.2=2.4\), and \(|D-D_K|=2\pi^2\cdot2.4=4.8\pi^2\). The bound is \(2\pi^2\cdot5\cdot0.5=5\pi^2\). Exchanging the two density coefficients makes the tails proportional, and \(|D-D_K|\) becomes exactly \(5\pi^2\). The values of \(q_1\) and \(a_1\) do not matter.

## What the Lean definitions say

- `waveNumber R k` is \(G_k\), and `radial R M c` is the sine expansion with coefficients `c`. Coefficients are functions `ℕ → ℝ`, of which only the indices \(1,\dots,M\) enter.
- `gradPotential n` uses Lean's `deriv` twice. It is minus the radial Laplacian, the functional derivative of \(\frac12\int|\nabla n|^2\) for variations that vanish at the surface.
- `coupling R Q n` is the integral \(D\). The point \(r=0\) is harmless, since the weight \(r^2\) makes the integrand zero there.
- `truncate K a` sets the coefficients above \(K\) to zero. `Finset.Ioc K M` is the range \(K<k\le M\), and `tailNorm` is the Euclidean norm over it.

The main theorem, `truncation_error`, states the equality and the bound together for every \(R>0\) and all natural numbers \(K\) and \(M\). If \(K\ge M\), the tail is empty and the change is zero.

The model is spherical, with one augmentation function and finitely many modes, all of which vanish at \(r=R\). The potential is linear in the density, unlike that of a general gradient-corrected functional, and only \(n\) is truncated. Within these limits, the result shows how a cutoff on the sine modes of the density enters an ultrasoft-type \(D\) integral: a missing component counts with weight \(G_k^2q_k\). A plane-wave cutoff in a periodic cell is a different truncation.

```lean
import Mathlib

open Real
open scoped Topology

namespace UltrasoftTruncation

noncomputable section

/-- The wave number `G_k = k π / R` of a sphere of radius `R ≠ 0`. -/
def waveNumber (R : ℝ) (k : ℕ) : ℝ := k * π / R

/-- The radial function `∑ c_k sin (G_k r) / r` with `k = 1, ..., M`, for `r ≠ 0` and `R ≠ 0`. -/
def radial (R : ℝ) (M : ℕ) (c : ℕ → ℝ) : ℝ → ℝ :=
  fun r => ∑ k ∈ Finset.Icc 1 M, c k * (sin (waveNumber R k * r) / r)

/-- The gradient potential `v = -(n'' + 2 n' / r)` of a radial density `n`, for `r ≠ 0`. -/
def gradPotential (n : ℝ → ℝ) (r : ℝ) : ℝ :=
  -(deriv (deriv n) r + 2 / r * deriv n r)

/-- The integral `D` of `4 π r² Q v` over `(0, R)`, where `v` is the gradient potential of `n`. -/
def coupling (R : ℝ) (Q n : ℝ → ℝ) : ℝ :=
  ∫ r in (0 : ℝ)..R, 4 * π * r ^ 2 * (Q r * gradPotential n r)

/-- The coefficients with all components `k > K` set to zero. -/
def truncate (K : ℕ) (a : ℕ → ℝ) (k : ℕ) : ℝ := if k ≤ K then a k else 0

/-- The Euclidean norm of the components `K < k ≤ M`. -/
def tailNorm (K M : ℕ) (f : ℕ → ℝ) : ℝ := √(∑ k ∈ Finset.Ioc K M, f k ^ 2)

/-- The first radial derivative of the mode `sin (g r) / r` away from the origin. -/
theorem mode_deriv (g : ℝ) {x : ℝ} (hx : x ≠ 0) :
    HasDerivAt (fun r => sin (g * r) / r) ((g * cos (g * x) * x - sin (g * x)) / x ^ 2) x := by
  have h1 : HasDerivAt (fun r : ℝ => g * r) g x := by
    simpa using (hasDerivAt_id' x).const_mul g
  exact (h1.sin.fun_div (hasDerivAt_id' x) hx).congr_deriv (by ring)

/-- The second radial derivative of the mode `sin (g r) / r` away from the origin. -/
theorem mode_deriv_two (g : ℝ) {x : ℝ} (hx : x ≠ 0) :
    HasDerivAt (fun r => (g * cos (g * r) * r - sin (g * r)) / r ^ 2)
      (-(g ^ 2 * (sin (g * x) / x)) - 2 / x * ((g * cos (g * x) * x - sin (g * x)) / x ^ 2)) x := by
  have h1 : HasDerivAt (fun r : ℝ => g * r) g x := by
    simpa using (hasDerivAt_id' x).const_mul g
  have h2 : HasDerivAt (fun r : ℝ => r ^ 2) (2 * x) x := by
    simpa using hasDerivAt_pow 2 x
  have h3 := ((h1.cos.const_mul g).fun_mul (hasDerivAt_id' x)).fun_sub h1.sin
  refine (h3.fun_div h2 (pow_ne_zero 2 hx)).congr_deriv ?_
  field_simp
  ring

/-- Away from the origin the gradient potential multiplies each coefficient by `G_k²`. -/
theorem gradPotential_radial (R : ℝ) (M : ℕ) (a : ℕ → ℝ) {r : ℝ} (hr : r ≠ 0) :
    gradPotential (radial R M a) r = radial R M (fun k => waveNumber R k ^ 2 * a k) r := by
  have h1 : ∀ x : ℝ, x ≠ 0 → deriv (radial R M a) x = ∑ k ∈ Finset.Icc 1 M, a k *
      ((waveNumber R k * cos (waveNumber R k * x) * x - sin (waveNumber R k * x)) / x ^ 2) := by
    intro x hx
    unfold radial
    exact (HasDerivAt.fun_sum fun k _ => (mode_deriv (waveNumber R k) hx).const_mul (a k)).deriv
  -- the formula holds near `r`, so it may be differentiated again
  have h2 : deriv (radial R M a) =ᶠ[𝓝 r] fun x => ∑ k ∈ Finset.Icc 1 M, a k *
      ((waveNumber R k * cos (waveNumber R k * x) * x - sin (waveNumber R k * x)) / x ^ 2) := by
    filter_upwards [isOpen_ne.mem_nhds hr] with x hx using h1 x hx
  have h3 := (HasDerivAt.fun_sum (u := Finset.Icc 1 M) fun k _ =>
    (mode_deriv_two (waveNumber R k) hr).const_mul (a k)).deriv
  unfold gradPotential
  rw [h2.deriv_eq, h3, h1 r hr, Finset.mul_sum, ← Finset.sum_add_distrib,
    ← Finset.sum_neg_distrib]
  unfold radial
  refine Finset.sum_congr rfl fun k _ => ?_
  ring

/-- A cosine with a nonzero whole number of half periods in `(0, R)` integrates to zero. -/
theorem cos_integral {R : ℝ} (hR : 0 < R) (m : ℤ) (hm : m ≠ 0) :
    ∫ r in (0 : ℝ)..R, cos ((m : ℝ) * π / R * r) = 0 := by
  have hc : (m : ℝ) * π / R ≠ 0 :=
    div_ne_zero (mul_ne_zero (Int.cast_ne_zero.mpr hm) Real.pi_ne_zero) hR.ne'
  have he : (m : ℝ) * π / R * R = m * π := div_mul_cancel₀ _ hR.ne'
  rw [intervalIntegral.integral_comp_mul_left Real.cos hc, integral_cos, he,
    Real.sin_int_mul_pi]
  simp

/-- The sine modes are orthogonal on `(0, R)`, with squared norm `R / 2`. -/
theorem sine_orthogonality {R : ℝ} (hR : 0 < R) (j k : ℕ) (hk : k ≠ 0) :
    ∫ r in (0 : ℝ)..R, sin (waveNumber R j * r) * sin (waveNumber R k * r)
      = if j = k then R / 2 else 0 := by
  have hexp : ∀ r : ℝ, sin (waveNumber R j * r) * sin (waveNumber R k * r) =
      (1 / 2) * (cos ((((j : ℤ) - (k : ℤ) : ℤ) : ℝ) * π / R * r)
        - cos ((((j : ℤ) + (k : ℤ) : ℤ) : ℝ) * π / R * r)) := by
    intro r
    have e1 : (((j : ℤ) - (k : ℤ) : ℤ) : ℝ) * π / R * r
        = waveNumber R j * r - waveNumber R k * r := by
      unfold waveNumber; push_cast; ring
    have e2 : (((j : ℤ) + (k : ℤ) : ℤ) : ℝ) * π / R * r
        = waveNumber R j * r + waveNumber R k * r := by
      unfold waveNumber; push_cast; ring
    rw [e1, e2, Real.cos_sub, Real.cos_add]
    ring
  have hint : ∀ m : ℤ, IntervalIntegrable (fun r : ℝ => cos ((m : ℝ) * π / R * r))
      MeasureTheory.volume 0 R := fun m => Continuous.intervalIntegrable (by fun_prop) _ _
  simp only [hexp]
  rw [intervalIntegral.integral_const_mul, intervalIntegral.integral_sub (hint _) (hint _),
    cos_integral hR ((j : ℤ) + (k : ℤ)) (by omega)]
  by_cases h : j = k
  · have h0 : (j : ℤ) - (k : ℤ) = 0 := by omega
    have h1 : ∫ r in (0 : ℝ)..R, cos (((0 : ℤ) : ℝ) * π / R * r) = R := by simp
    rw [h0, h1, if_pos h]
    ring
  · rw [cos_integral hR ((j : ℤ) - (k : ℤ)) (by omega), if_neg h]
    ring

/-- In terms of the coefficients, `D = 2 π R ∑ G_k² q_k a_k`. -/
theorem coupling_eq {R : ℝ} (hR : 0 < R) (M : ℕ) (q a : ℕ → ℝ) :
    coupling R (radial R M q) (radial R M a)
      = 2 * π * R * ∑ k ∈ Finset.Icc 1 M, waveNumber R k ^ 2 * q k * a k := by
  -- the weight `r²` cancels both factors `1 / r`
  have hpt : ∀ r : ℝ, 4 * π * r ^ 2 * (radial R M q r * gradPotential (radial R M a) r) =
      ∑ j ∈ Finset.Icc 1 M, ∑ k ∈ Finset.Icc 1 M, (4 * π * (q j * (waveNumber R k ^ 2 * a k))) *
        (sin (waveNumber R j * r) * sin (waveNumber R k * r)) := by
    intro r
    by_cases hr : r = 0
    · simp [hr]
    · have hs : ∀ s t : ℝ, r ^ 2 * ((s / r) * (t / r)) = s * t := by
        intro s t
        field_simp
      rw [gradPotential_radial R M a hr]
      unfold radial
      rw [Finset.sum_mul_sum, Finset.mul_sum]
      refine Finset.sum_congr rfl fun j _ => ?_
      rw [Finset.mul_sum]
      refine Finset.sum_congr rfl fun k _ => ?_
      linear_combination (4 * π * (q j * (waveNumber R k ^ 2 * a k))) *
        hs (sin (waveNumber R j * r)) (sin (waveNumber R k * r))
  simp only [coupling, hpt]
  rw [intervalIntegral.integral_finsetSum]
  · rw [Finset.mul_sum]
    refine Finset.sum_congr rfl fun j hj => ?_
    have hj0 : j ≠ 0 := by
      have := (Finset.mem_Icc.mp hj).1
      omega
    rw [intervalIntegral.integral_finsetSum]
    · simp only [intervalIntegral.integral_const_mul]
      -- orthogonality leaves only the diagonal term
      rw [Finset.sum_eq_single j]
      · rw [sine_orthogonality hR j j hj0, if_pos rfl]
        ring
      · intro k hk hkj
        have hk0 : k ≠ 0 := by
          have := (Finset.mem_Icc.mp hk).1
          omega
        rw [sine_orthogonality hR j k hk0, if_neg (Ne.symm hkj), mul_zero]
      · exact fun h => absurd hj h
    · intro k _
      exact Continuous.intervalIntegrable (by fun_prop) _ _
  · intro j _
    exact Continuous.intervalIntegrable
      (continuous_finsetSum _ fun k _ => by fun_prop) _ _

/-- `D` for the full density minus `D` for the truncated one is `2 π R` times the tail sum of `G_k²
q_k a_k`. -/
theorem coupling_sub_truncate {R : ℝ} (hR : 0 < R) (K M : ℕ) (q a : ℕ → ℝ) :
    coupling R (radial R M q) (radial R M a)
        - coupling R (radial R M q) (radial R M (truncate K a))
      = 2 * π * R * ∑ k ∈ Finset.Ioc K M, waveNumber R k ^ 2 * q k * a k := by
  have hset : Finset.Ioc K M = (Finset.Icc 1 M).filter (fun k => K < k) := by
    ext k
    simp only [Finset.mem_filter, Finset.mem_Icc, Finset.mem_Ioc]
    omega
  rw [coupling_eq hR M q a, coupling_eq hR M q (truncate K a), ← mul_sub,
    ← Finset.sum_sub_distrib, hset, Finset.sum_filter]
  congr 1
  refine Finset.sum_congr rfl fun k _ => ?_
  unfold truncate
  by_cases h : k ≤ K
  · rw [if_pos h, if_neg (not_lt.mpr h), sub_self]
  · rw [if_neg h, if_pos (not_le.mp h), mul_zero, sub_zero]

/-- Truncating the density to `k ≤ K` changes `D` in magnitude by `2 π R |∑ G_k² q_k a_k|` over
the tail, which is at most `2 π R` times the product of the tail norms of `G² q` and `a`. -/
theorem truncation_error {R : ℝ} (hR : 0 < R) (K M : ℕ) (q a : ℕ → ℝ) :
    |coupling R (radial R M q) (radial R M a)
        - coupling R (radial R M q) (radial R M (truncate K a))|
      = 2 * π * R * |∑ k ∈ Finset.Ioc K M, waveNumber R k ^ 2 * q k * a k| ∧
    |coupling R (radial R M q) (radial R M a)
        - coupling R (radial R M q) (radial R M (truncate K a))|
      ≤ 2 * π * R * (tailNorm K M (fun k => waveNumber R k ^ 2 * q k) * tailNorm K M a) := by
  have hpos : 0 < 2 * π * R := by positivity
  rw [coupling_sub_truncate hR, abs_mul, abs_of_pos hpos]
  refine ⟨rfl, mul_le_mul_of_nonneg_left ?_ hpos.le⟩
  -- Cauchy-Schwarz on the tail
  unfold tailNorm
  rw [← Real.sqrt_mul (Finset.sum_nonneg fun k _ => sq_nonneg _)]
  exact Real.abs_le_sqrt (Finset.sum_mul_sq_le_sq_mul_sq _ _ _)

/-- The bound is attained when the tail of `a` is proportional to the tail of `G² q`. -/
theorem truncation_bound_sharp {R : ℝ} (hR : 0 < R) (K M : ℕ) (q a : ℕ → ℝ) (c : ℝ)
    (ha : ∀ k ∈ Finset.Ioc K M, a k = c * (waveNumber R k ^ 2 * q k)) :
    |coupling R (radial R M q) (radial R M a)
        - coupling R (radial R M q) (radial R M (truncate K a))|
      = 2 * π * R * (tailNorm K M (fun k => waveNumber R k ^ 2 * q k) * tailNorm K M a) := by
  rw [(truncation_error hR K M q a).1]
  unfold tailNorm
  have h1 : ∑ k ∈ Finset.Ioc K M, waveNumber R k ^ 2 * q k * a k
      = c * ∑ k ∈ Finset.Ioc K M, (waveNumber R k ^ 2 * q k) ^ 2 := by
    rw [Finset.mul_sum]
    refine Finset.sum_congr rfl fun k hk => ?_
    rw [ha k hk]
    ring
  have h2 : ∑ k ∈ Finset.Ioc K M, a k ^ 2
      = c ^ 2 * ∑ k ∈ Finset.Ioc K M, (waveNumber R k ^ 2 * q k) ^ 2 := by
    rw [Finset.mul_sum]
    refine Finset.sum_congr rfl fun k hk => ?_
    rw [ha k hk]
    ring
  have hS : 0 ≤ ∑ k ∈ Finset.Ioc K M, (waveNumber R k ^ 2 * q k) ^ 2 :=
    Finset.sum_nonneg fun k _ => sq_nonneg _
  rw [h1, h2, abs_mul, abs_of_nonneg hS, Real.sqrt_mul (sq_nonneg c), Real.sqrt_sq_eq_abs]
  linear_combination (-(2 * π * R * |c|)) * Real.mul_self_sqrt hS

/-- If `Q` has no components above `K`, truncating the density to `k ≤ K` leaves `D` unchanged. -/
theorem truncation_exact {R : ℝ} (hR : 0 < R) (K M : ℕ) (q a : ℕ → ℝ)
    (hq : ∀ k ∈ Finset.Ioc K M, q k = 0) :
    coupling R (radial R M q) (radial R M (truncate K a))
      = coupling R (radial R M q) (radial R M a) := by
  have h := coupling_sub_truncate hR K M q a
  rw [Finset.sum_eq_zero fun k hk => by rw [hq k hk, mul_zero, zero_mul], mul_zero] at h
  linarith

end

end UltrasoftTruncation
```

```lean
#print axioms UltrasoftTruncation.truncation_error
#print axioms UltrasoftTruncation.truncation_bound_sharp
#print axioms UltrasoftTruncation.truncation_exact
```

```
'UltrasoftTruncation.truncation_error' depends on axioms: [propext, Classical.choice, Quot.sound]
'UltrasoftTruncation.truncation_bound_sharp' depends on axioms: [propext, Classical.choice, Quot.sound]
'UltrasoftTruncation.truncation_exact' depends on axioms: [propext, Classical.choice, Quot.sound]
```

## How the proof follows the calculation

`mode_deriv` and `mode_deriv_two` are the two derivatives of a mode. `gradPotential_radial` sums them. A second derivative needs the first-derivative formula in a neighbourhood of \(r\), not just at \(r\) itself; `h2` provides this, because the nonzero reals form an open set.

`cos_integral` is the vanishing cosine integral, and `sine_orthogonality` combines it with the product formula, using integer indices so that \(j-k\) may be negative. In `coupling_eq`, the identity `hpt` rewrites the integrand as the double sum of sine products. The integral is then taken term by term, and `Finset.sum_eq_single` keeps the diagonal term.

`coupling_sub_truncate` subtracts the two coefficient formulas and identifies what remains as the tail sum, still with its sign. `truncation_error` takes absolute values and applies `Finset.sum_mul_sq_le_sq_mul_sq`, the Cauchy–Schwarz inequality in squared form, followed by a square root. `truncation_bound_sharp` inserts the proportional tail into both sides, and `truncation_exact` makes every term of the tail sum zero.
